# A geometric bound on degeneracy-weighted phase-shift estimates beyond an angular-momentum cutoff

The small-argument estimate of the scattering phase shift in channel `l` is taken here to be x^(2l+1) / ((2l+1)!! (2l−1)!!), with (−1)!! = 1, and is weighted by the degeneracy 2l+1. The theorem `weightedPhase_le_geometric` says that for real x ≥ 0 and any cutoff L, the weighted estimate in channel L+1+n is at most the one in channel L+1 times (x²/(2L+3)²)^n. It concerns this explicit formula only, not the exact phase shifts of a potential, and it does not require the ratio to be below one. The proof is by induction on n: each step up in channel multiplies the weighted estimate by a factor that is at most x²/(2L+3)², and the two inequalities are then multiplied together.

As first written in Lean, the proof fails:

```lean
import Mathlib

open scoped Nat

namespace KKRAngularMomentumCutoff

noncomputable section

/-- The small-argument estimate `x^(2l+1) / ((2l+1)!! (2l-1)!!)` of the phase shift in
channel `l`, with the convention `(-1)!! = 1` at `l = 0`. -/
def phaseEstimate (x : ℝ) (l : ℕ) : ℝ :=
  x ^ (2 * l + 1) / (((2 * l + 1)‼ : ℝ) * ((2 * l - 1)‼ : ℝ))

/-- The phase-shift estimate of channel `l` multiplied by the degeneracy `2l+1`. -/
def weightedPhase (x : ℝ) (l : ℕ) : ℝ :=
  (2 * (l : ℝ) + 1) * phaseEstimate x l

/-- The recursion `(2l+1)!! = (2l+1) (2l-1)!!` for odd double factorials. -/
theorem odd_doubleFactorial_step (l : ℕ) :
    ((2 * l + 1)‼ : ℝ) = (2 * (l : ℝ) + 1) * ((2 * l - 1)‼ : ℝ) := by
  have h : (2 * l + 1)‼ = (2 * l + 1) * (2 * l - 1)‼ := by
    cases l with
    | zero => simp [Nat.doubleFactorial]
    | succ l =>
      have h1 : 2 * (l + 1) + 1 = (2 * l + 1) + 2 := by ring
      have h2 : 2 * (l + 1) - 1 = 2 * l + 1 := by omega
      rw [h1, h2, Nat.doubleFactorial_add_two]
  exact_mod_cast h

/-- The degeneracy-weighted estimate equals `x^(2l+1) / ((2l-1)!!)^2`. -/
theorem weightedPhase_eq (x : ℝ) (l : ℕ) :
    weightedPhase x l = x ^ (2 * l + 1) / ((2 * l - 1)‼ : ℝ) ^ 2 := by
  have hd : ((2 * l - 1)‼ : ℝ) ≠ 0 := by
    exact_mod_cast (Nat.doubleFactorial_pos _).ne'
  have hl : 2 * (l : ℝ) + 1 ≠ 0 := by positivity
  unfold weightedPhase phaseEstimate
  rw [odd_doubleFactorial_step]
  field_simp

/-- Passing from channel `l` to channel `l+1` multiplies the weighted estimate by
`x^2 / (2l+1)^2`. -/
theorem weightedPhase_succ (x : ℝ) (l : ℕ) :
    weightedPhase x (l + 1) = weightedPhase x l * (x ^ 2 / (2 * (l : ℝ) + 1) ^ 2) := by
  have h : 2 * (l + 1) - 1 = 2 * l + 1 := by omega
  rw [weightedPhase_eq, weightedPhase_eq, h, odd_doubleFactorial_step, div_mul_div_comm]
  congr 1 <;> ring

/-- For `x ≥ 0` the weighted estimates are nonnegative. -/
theorem weightedPhase_nonneg {x : ℝ} (hx : 0 ≤ x) (l : ℕ) : 0 ≤ weightedPhase x l := by
  rw [weightedPhase_eq]
  positivity

/-- For `x ≥ 0`, the weighted estimates beyond the cutoff `L` are bounded by a geometric sequence
with ratio `x^2 / (2L+3)^2` that starts at the first omitted channel. -/
theorem weightedPhase_le_geometric {x : ℝ} (hx : 0 ≤ x) (L n : ℕ) :
    weightedPhase x (L + 1 + n) ≤
      weightedPhase x (L + 1) * (x ^ 2 / (2 * (L : ℝ) + 3) ^ 2) ^ n := by
  induction n with
  | zero => simp
  | succ n ih =>
    have hn : (0 : ℝ) ≤ n := Nat.cast_nonneg n
    -- each later ratio is at most the first one
    have hr : x ^ 2 / (2 * ((L + 1 + n : ℕ) : ℝ) + 1) ^ 2 ≤
        x ^ 2 / (2 * (L : ℝ) + 3) ^ 2 := by
      apply div_le_div_of_nonneg_left (by positivity) (by positivity)
      exact pow_le_pow_left₀ (by positivity) (by push_cast; linarith) 2
    rw [show L + 1 + (n + 1) = (L + 1 + n) + 1 from rfl,
      weightedPhase_succ x (L + 1 + n), pow_succ, ← mul_assoc]
    exact mul_le_mul ih hr (by positivity)
      (mul_nonneg (weightedPhase_nonneg hx _) (by positivity))

end

end KKRAngularMomentumCutoff
```

Compiling this gives:

```
Main.lean:68:50: error: Tactic `rewrite` failed: Did not find an occurrence of the pattern
  ?a * (?b * ?c)
in the target expression
  weightedPhase x (L + 1 + n) * (x ^ 1 * x / (2 * ↑(L + 1 + n) + 1) ^ 2) ≤
    weightedPhase x (L + 1) * (x ^ 1 * x / (2 * ↑L + 3) ^ 2) ^ (n + 1)

case succ
x : ℝ
hx : 0 ≤ x
L n : ℕ
ih : weightedPhase x (L + 1 + n) ≤ weightedPhase x (L + 1) * (x ^ 2 / (2 * ↑L + 3) ^ 2) ^ n
hn : 0 ≤ ↑n
hr : x ^ 2 / (2 * ↑(L + 1 + n) + 1) ^ 2 ≤ x ^ 2 / (2 * ↑L + 3) ^ 2
⊢ weightedPhase x (L + 1 + n) * (x ^ 1 * x / (2 * ↑(L + 1 + n) + 1) ^ 2) ≤
    weightedPhase x (L + 1) * (x ^ 1 * x / (2 * ↑L + 3) ^ 2) ^ (n + 1)
```

The error is reported at `← mul_assoc`, which found no product of the form `?a * (?b * ?c)`, but the fault lies in the rewrite before it. `pow_succ` was given no arguments, so it could act on any power whose exponent fits `n + 1`, and the numeral 2 fits. It settled on `x ^ 2` and turned it into `x ^ 1 * x` on both sides, as the printed goal shows. The power that needed splitting, the ratio to the `n + 1`, was left whole. Each side was then a weighted estimate times a quotient or a power, with no nested product to regroup.

The repair gives `pow_succ` its base, `x ^ 2 / (2 * (L : ℝ) + 3) ^ 2`, and its exponent `n`. The right-hand side now becomes the weighted estimate times (ratio^n times ratio), which `← mul_assoc` regroups as (estimate times ratio^n) times ratio. That is the shape `mul_le_mul ih hr` needs, with `ih` bounding the first factor and `hr` the second. The line break in the rewrite list is mere tidying.

Fix (accepted with no message):

```diff
@@ -66,5 +66,6 @@
       exact pow_le_pow_left₀ (by positivity) (by push_cast; linarith) 2
     rw [show L + 1 + (n + 1) = (L + 1 + n) + 1 from rfl,
-      weightedPhase_succ x (L + 1 + n), pow_succ, ← mul_assoc]
+      weightedPhase_succ x (L + 1 + n),
+      pow_succ (x ^ 2 / (2 * (L : ℝ) + 3) ^ 2) n, ← mul_assoc]
     exact mul_le_mul ih hr (by positivity)
       (mul_nonneg (weightedPhase_nonneg hx _) (by positivity))
```
